# The one-orbital Becke-Johnson term |n′|/n is not a functional derivative on 1D Gaussian densities of variable norm and width

The one-orbital Becke-Johnson term v = |n′|/n is not the functional derivative of any F[n], and two-parameter Gaussian densities on the line should be enough to show it. I take n(x) = l g exp(−g²x²) with l, g > 0, so that both the norm and the width can vary. Integrating v against ∂n/∂l and ∂n/∂g gives 2g and −2l, which cannot both be partial derivatives of one energy E(l, g). Can this be made rigorous and machine-checked, without assuming that E is smooth enough for its mixed derivatives to agree?

## Two routes between the same densities give +2 and −2

Yes. It is enough that E has the two partial derivatives at each point of the positive quadrant. Comparing E at the corners of one square then gives a contradiction, and no second derivatives are needed.

The parameter g is an inverse width, and l sets the norm, since ∫ n dx = l√π. Both are positive, so that n is a positive density that decays. If v were the functional derivative of F, the chain rule along the family would give

∂F/∂l = ∫ v (∂n/∂l) dx = A(l, g)

∂F/∂g = ∫ v (∂n/∂g) dx = W(l, g)

I call A and W the amplitude force and the width force. To compute them, start from the derivative of the density:

n′(x) = −2g²x n(x), so v(x) = |n′(x)|/n(x) = 2g²|x|

The parameter derivatives are

∂n/∂l = g exp(−g²x²)

∂n/∂g = l (1 − 2g²x²) exp(−g²x²)

Two absolute moments are needed. For a > 0, by symmetry and an explicit antiderivative on the half-line,

∫ |x| exp(−ax²) dx = 2 [−exp(−ax²)/(2a)] from 0 to ∞ = 1/a

∫ |x|³ exp(−ax²) dx = 2 [−(ax² + 1) exp(−ax²)/(2a²)] from 0 to ∞ = 1/a²

With a = g², the forces are

A = 2g³ · (1/g²) = 2g

W = 2g²l · (1/g²) − 4g⁴l · (1/g⁴) = 2l − 4l = −2l

Now suppose that E(l, g) has these partial derivatives. At fixed g the slope in l is the constant 2g, and at fixed l the slope in g is the constant −2l. By the mean value theorem, each edge of the square with corners (1, 1) and (2, 2) has a definite energy difference:

E(2, 1) − E(1, 1) = 2, then E(2, 2) − E(2, 1) = −4, total −2

E(1, 2) − E(1, 1) = −2, then E(2, 2) − E(1, 2) = 4, total +2

Both totals are E(2, 2) − E(1, 1), so no such E exists. A functional F with the chain rule above would supply one, namely E(l, g) = F[n], so there is no such F either.

## The mismatch is −4 per unit area of parameter space

For a rectangle with l running from a to b and g from c to d, go along the lower edge, up the right edge, back along the upper edge and down the left edge. The work is

2c(b − a) − 2b(d − c) − 2d(b − a) + 2a(d − c) = −4(b − a)(d − c)

As a numerical instance, take l from 1 to 3 and g from 1 to 1.5. The four edges contribute 4, −3, −6 and 1. Their sum is −4, which is −4 times the area 2 · 0.5 = 1.

In the limiting case a = b the rectangle collapses to a line and the work vanishes. At a fixed l, the function −2lg of g alone has the correct slope −2l, so changing only the width does not reveal the problem. Both parameters have to vary.

For electronic structure, this means that an energy assigned to this one term by integrating it along a path of densities can depend on the path when the particle number changes along it, already for these one-dimensional Gaussians. At fixed l, and so at fixed particle number, this family shows no path dependence.

## The Lean file

```lean
import Mathlib

open MeasureTheory Filter Topology Set

namespace BeckeJohnsonNotFunctionalDerivative

noncomputable section

/-- The Gaussian density `n(x) = l g exp(-g² x²)`. -/
def density (l g x : ℝ) : ℝ := l * g * Real.exp (-(g ^ 2 * x ^ 2))

/-- The one-orbital Becke-Johnson term `|n'| / n` of a density on the line. -/
def bjTerm (n : ℝ → ℝ) (x : ℝ) : ℝ := |deriv n x| / n x

/-- The integral of the Becke-Johnson term against `∂n/∂l`. -/
def amplitudeForce (l g : ℝ) : ℝ :=
  ∫ x, bjTerm (density l g) x * deriv (fun s => density s g x) l

/-- The integral of the Becke-Johnson term against `∂n/∂g`. -/
def widthForce (l g : ℝ) : ℝ :=
  ∫ x, bjTerm (density l g) x * deriv (fun s => density l s x) g

/-- The derivative of the Gaussian `exp(-a x²)`. -/
theorem hasDerivAt_gauss (a x : ℝ) :
    HasDerivAt (fun y : ℝ => Real.exp (-(a * y ^ 2)))
      (Real.exp (-(a * x ^ 2)) * (-(a * (2 * x)))) x := by
  have hu : HasDerivAt (fun y : ℝ => a * y ^ 2) (a * (2 * x)) x :=
    ((hasDerivAt_pow 2 x).const_mul a).congr_deriv (by simp)
  exact hu.fun_neg.exp

/-- On the Gaussian family the Becke-Johnson term is `2 g² |x|`. -/
theorem bjTerm_density {l g : ℝ} (hl : 0 < l) (hg : 0 < g) (x : ℝ) :
    bjTerm (density l g) x = 2 * g ^ 2 * |x| := by
  have hn : 0 < density l g x := by unfold density; positivity
  have h := (hasDerivAt_gauss (g ^ 2) x).const_mul (l * g)
  have hd : HasDerivAt (density l g) (-(2 * g ^ 2) * x * density l g x) x :=
    h.congr_deriv (by unfold density; ring)
  unfold bjTerm
  rw [hd.deriv, abs_mul, abs_of_pos hn, mul_div_cancel_right₀ _ hn.ne', abs_mul, abs_neg,
    abs_of_nonneg (by positivity : 0 ≤ 2 * g ^ 2)]

/-- The first absolute moment of the Gaussian `exp(-a x²)` is `1/a`. -/
theorem moment_one {a : ℝ} (ha : 0 < a) :
    ∫ x : ℝ, |x| * Real.exp (-(a * x ^ 2)) = 1 / a := by
  have hu : Tendsto (fun x : ℝ => a * x ^ 2) atTop atTop :=
    (tendsto_pow_atTop two_ne_zero).const_mul_atTop ha
  have t0 : Tendsto (fun x : ℝ => Real.exp (-(a * x ^ 2))) atTop (𝓝 0) :=
    Real.tendsto_exp_neg_atTop_nhds_zero.comp hu
  -- explicit antiderivative on the half-line
  have half := integral_Ioi_of_hasDerivAt_of_nonneg' (a := (0 : ℝ))
    (g := fun x => -(1 / (2 * a)) * Real.exp (-(a * x ^ 2)))
    (g' := fun x => x * Real.exp (-(a * x ^ 2)))
    (fun x _ => ((hasDerivAt_gauss a x).const_mul _).congr_deriv (by field_simp))
    (fun x hx => mul_nonneg (le_of_lt hx) (Real.exp_pos _).le)
    (t0.const_mul _)
  have h := integral_comp_abs (f := fun x : ℝ => x * Real.exp (-(a * x ^ 2)))
  simp only [sq_abs] at h
  rw [h, half]
  simp
  try field_simp

/-- The third absolute moment of the Gaussian `exp(-a x²)` is `1/a²`. -/
theorem moment_three {a : ℝ} (ha : 0 < a) :
    ∫ x : ℝ, |x| ^ 3 * Real.exp (-(a * x ^ 2)) = 1 / a ^ 2 := by
  have hu : Tendsto (fun x : ℝ => a * x ^ 2) atTop atTop :=
    (tendsto_pow_atTop two_ne_zero).const_mul_atTop ha
  have t0 : Tendsto (fun x : ℝ => Real.exp (-(a * x ^ 2))) atTop (𝓝 0) :=
    Real.tendsto_exp_neg_atTop_nhds_zero.comp hu
  have t1 : Tendsto (fun x : ℝ => a * x ^ 2 * Real.exp (-(a * x ^ 2))) atTop (𝓝 0) := by
    have h := (Real.tendsto_pow_mul_exp_neg_atTop_nhds_zero 1).comp hu
    simpa only [Function.comp_def, pow_one] using h
  have hd : ∀ x : ℝ, HasDerivAt
      (fun y : ℝ => -(1 / (2 * a ^ 2)) *
        (a * y ^ 2 * Real.exp (-(a * y ^ 2)) + Real.exp (-(a * y ^ 2))))
      (x ^ 3 * Real.exp (-(a * x ^ 2))) x := by
    intro x
    have hq : HasDerivAt (fun y : ℝ => a * y ^ 2) (a * (2 * x)) x :=
      ((hasDerivAt_pow 2 x).const_mul a).congr_deriv (by simp)
    have hG := hasDerivAt_gauss a x
    refine (((hq.fun_mul hG).fun_add hG).const_mul (-(1 / (2 * a ^ 2)))).congr_deriv ?_
    field_simp
    ring
  have half := integral_Ioi_of_hasDerivAt_of_nonneg' (a := (0 : ℝ))
    (fun x _ => hd x)
    (fun x hx => mul_nonneg (pow_nonneg (le_of_lt hx) 3) (Real.exp_pos _).le)
    ((t1.add t0).const_mul _)
  have h := integral_comp_abs (f := fun x : ℝ => x ^ 3 * Real.exp (-(a * x ^ 2)))
  simp only [sq_abs] at h
  rw [h, half]
  simp
  try field_simp

/-- The integral of the Becke-Johnson term against `∂n/∂l` equals `2g`. -/
theorem amplitudeForce_eq {l g : ℝ} (hl : 0 < l) (hg : 0 < g) :
    amplitudeForce l g = 2 * g := by
  have e : ∀ x, bjTerm (density l g) x * deriv (fun s => density s g x) l
      = 2 * g ^ 3 * (|x| * Real.exp (-(g ^ 2 * x ^ 2))) := by
    intro x
    have h := ((hasDerivAt_id' l).mul_const g).mul_const (Real.exp (-(g ^ 2 * x ^ 2)))
    have hd : HasDerivAt (fun s => density s g x)
        (1 * g * Real.exp (-(g ^ 2 * x ^ 2))) l := h
    rw [bjTerm_density hl hg, hd.deriv]
    ring
  simp only [amplitudeForce, e]
  rw [integral_const_mul, moment_one (pow_pos hg 2)]
  field_simp

/-- The integral of the Becke-Johnson term against `∂n/∂g` equals `-2l`. -/
theorem widthForce_eq {l g : ℝ} (hl : 0 < l) (hg : 0 < g) :
    widthForce l g = -2 * l := by
  have e : ∀ x, bjTerm (density l g) x * deriv (fun s => density l s x) g
      = 2 * g ^ 2 * l * (|x| * Real.exp (-(g ^ 2 * x ^ 2)))
        - 4 * g ^ 4 * l * (|x| ^ 3 * Real.exp (-(g ^ 2 * x ^ 2))) := by
    intro x
    have h := ((hasDerivAt_id' g).const_mul l).fun_mul (hasDerivAt_gauss (x ^ 2) g)
    have hf : (fun s => density l s x)
        = fun s => l * s * Real.exp (-(x ^ 2 * s ^ 2)) := by
      funext s
      unfold density
      rw [mul_comm (s ^ 2) (x ^ 2)]
    rw [bjTerm_density hl hg, hf, h.deriv, mul_comm (x ^ 2) (g ^ 2)]
    linear_combination
      (-4 * g ^ 4 * l * |x| * Real.exp (-(g ^ 2 * x ^ 2))) * (sq_abs x).symm
  have hg2 : 0 < g ^ 2 := pow_pos hg 2
  -- a non-zero integral can only come from an integrable function
  have i1 : Integrable (fun x : ℝ => |x| * Real.exp (-(g ^ 2 * x ^ 2))) := by
    by_contra h
    have h0 := integral_undef h
    rw [moment_one hg2] at h0
    exact (by positivity : 1 / g ^ 2 ≠ 0) h0
  have i3 : Integrable (fun x : ℝ => |x| ^ 3 * Real.exp (-(g ^ 2 * x ^ 2))) := by
    by_contra h
    have h0 := integral_undef h
    rw [moment_three hg2] at h0
    exact (by positivity : 1 / (g ^ 2) ^ 2 ≠ 0) h0
  simp only [widthForce, e]
  rw [integral_sub (i1.const_mul _) (i3.const_mul _), integral_const_mul,
    integral_const_mul, moment_one hg2, moment_three hg2]
  field_simp
  ring

/-- No function `E(l, g)` on the positive quadrant has the two Becke-Johnson integrals as
its partial derivatives. -/
theorem no_energy_function : ¬ ∃ E : ℝ → ℝ → ℝ, ∀ l g, 0 < l → 0 < g →
    HasDerivAt (fun s => E s g) (amplitudeForce l g) l ∧
    HasDerivAt (fun s => E l s) (widthForce l g) g := by
  rintro ⟨E, hE⟩
  -- a constant slope fixes the difference between the points 1 and 2
  have step : ∀ (f : ℝ → ℝ) (c : ℝ), (∀ s, 0 < s → HasDerivAt f c s) → f 2 - f 1 = c := by
    intro f c hf
    obtain ⟨z, _, hz⟩ := exists_hasDerivAt_eq_slope f (fun _ => c)
      (by norm_num : (1 : ℝ) < 2)
      (fun s hs => (hf s (by linarith [hs.1])).continuousAt.continuousWithinAt)
      (fun s hs => hf s (by linarith [hs.1]))
    norm_num at hz
    linarith
  have hA : ∀ g, 0 < g → E 2 g - E 1 g = 2 * g := fun g hg =>
    step (fun s => E s g) _ fun s hs => amplitudeForce_eq hs hg ▸ (hE s g hs hg).1
  have hW : ∀ l, 0 < l → E l 2 - E l 1 = -2 * l := fun l hl =>
    step (fun s => E l s) _ fun s hs => widthForce_eq hl hs ▸ (hE l s hl hs).2
  -- the two routes from (1,1) to (2,2) disagree
  linarith [hA 1 one_pos, hA 2 two_pos, hW 1 one_pos, hW 2 two_pos]

/-- No density functional `F[n]` has the Becke-Johnson term as its functional derivative
along the Gaussian family, in the sense of the chain rule in `l` and `g`. -/
theorem bjTerm_not_functional_derivative : ¬ ∃ F : (ℝ → ℝ) → ℝ, ∀ l g, 0 < l → 0 < g →
    HasDerivAt (fun s => F (density s g))
      (∫ x, bjTerm (density l g) x * deriv (fun s => density s g x) l) l ∧
    HasDerivAt (fun s => F (density l s))
      (∫ x, bjTerm (density l g) x * deriv (fun s => density l s x) g) g := by
  rintro ⟨F, hF⟩
  exact no_energy_function ⟨fun l g => F (density l g), hF⟩

/-- The work of the Becke-Johnson term around a rectangle in the `(l, g)` quadrant is
`-4` times the signed area of the rectangle. -/
theorem loop_work {a b c d : ℝ} (ha : 0 < a) (hb : 0 < b) (hc : 0 < c) (hd : 0 < d) :
    (∫ l in a..b, amplitudeForce l c) + (∫ g in c..d, widthForce b g)
      - (∫ l in a..b, amplitudeForce l d) - (∫ g in c..d, widthForce a g)
      = -4 * ((b - a) * (d - c)) := by
  have hA : ∀ g, 0 < g → ∫ l in a..b, amplitudeForce l g = (b - a) * (2 * g) := by
    intro g hg
    have h : EqOn (fun l => amplitudeForce l g) (fun _ => 2 * g) (uIcc a b) :=
      fun l hl => amplitudeForce_eq (lt_of_lt_of_le (lt_min ha hb) hl.1) hg
    rw [intervalIntegral.integral_congr h, intervalIntegral.integral_const, smul_eq_mul]
  have hW : ∀ l, 0 < l → ∫ g in c..d, widthForce l g = (d - c) * (-2 * l) := by
    intro l hl
    have h : EqOn (fun g => widthForce l g) (fun _ => -2 * l) (uIcc c d) :=
      fun g hg => widthForce_eq hl (lt_of_lt_of_le (lt_min hc hd) hg.1)
    rw [intervalIntegral.integral_congr h, intervalIntegral.integral_const, smul_eq_mul]
  rw [hA c hc, hA d hd, hW a ha, hW b hb]
  ring

end

end BeckeJohnsonNotFunctionalDerivative
```

```lean
#print axioms BeckeJohnsonNotFunctionalDerivative.bjTerm_not_functional_derivative
#print axioms BeckeJohnsonNotFunctionalDerivative.loop_work
```

```
'BeckeJohnsonNotFunctionalDerivative.bjTerm_not_functional_derivative' depends on axioms: [propext, Classical.choice, Quot.sound]
'BeckeJohnsonNotFunctionalDerivative.loop_work' depends on axioms: [propext, Classical.choice, Quot.sound]
```

## What the theorems say about the density, the potential and F

`density l g x` is the Gaussian above. `bjTerm n x` is defined for any function `n` on the line as `|deriv n x| / n x`, so the form 2g²|x| is a theorem about the family and not part of the definition. `amplitudeForce l g` and `widthForce l g` are the integrals A and W over the whole real line, with the parameter derivatives also written as actual derivatives. `amplitudeForce_eq` and `widthForce_eq` give their values 2g and −2l for positive l and g.

`no_energy_function` says that no `E : ℝ → ℝ → ℝ` has, at every point with l, g > 0, derivative A in its first argument and derivative W in its second. Each `HasDerivAt` concerns one variable with the other held fixed. Joint differentiability and continuity of the partial derivatives are not assumed, and the values of E outside the quadrant do not matter.

`bjTerm_not_functional_derivative` makes the corresponding statement for functionals. Here `F : (ℝ → ℝ) → ℝ` is an arbitrary map from functions to numbers, with no continuity or locality required. "Functional derivative" means that the chain rule holds in l and in g along the Gaussian family. Any stronger notion that implies this chain rule is excluded with it.

`loop_work` is the rectangle formula for positive a, b, c and d. The integrals are oriented, so the corners may come in either order and the area carries a sign.

The model fixes several conventions:

- The term is the one-orbital form of the Becke-Johnson correction. That correction is proportional to √(τ/n), with τ the kinetic energy density, and for one real orbital √(τ/n) is proportional to |∇n|/n. The positive prefactor is set to one; restoring it would multiply both forces by the same number.
- The Slater-type part of the full Becke-Johnson potential is absent, as are many-orbital densities and three dimensions.
- The norm l√π varies with l, so the densities do not all hold the same number of particles. This matters because a potential at fixed particle number is defined only up to a constant. Adding the density-dependent constant −4g/√π to v would change the forces to −2g and −2l, which are the partial derivatives of −2lg. The result therefore concerns v as it stands, without such a shift.

## From Gaussian moments to the contradiction

`hasDerivAt_gauss` differentiates exp(−ax²) once and for all. `bjTerm_density` uses it to write n′ as −2g²x n, then cancels the positive density and leaves 2g²|x|.

`moment_one` and `moment_three` follow the half-line calculation. `integral_comp_abs` turns the integral of a function of |x| into twice its integral over x > 0. `integral_Ioi_of_hasDerivAt_of_nonneg'` then evaluates that integral from the antiderivative and its limit at infinity; it applies because the integrand is non-negative there. The limits `t0` and `t1` state that exp(−ax²) and ax² exp(−ax²) tend to zero.

In `amplitudeForce_eq` and `widthForce_eq`, the auxiliary statement `e` rewrites the integrand as a combination of the moment integrands. The amplitude force needs only the first moment. The width force is a difference of two integrals, and splitting it requires each part to be integrable. The file obtains this from the moments themselves: Lean assigns the value 0 to the integral of a non-integrable function, and the moments are 1/g² and 1/g⁴, which are not 0.

In `no_energy_function`, the local lemma `step` is the mean value argument: a function with constant slope c at all positive points satisfies f(2) − f(1) = c. Differentiability also supplies the continuity that the mean value theorem needs. `hA` applies `step` along the edges of fixed g, and `hW` along those of fixed l. The final `linarith` takes the four edge differences of the square and finds them inconsistent, which is the clash between +2 and −2.

`bjTerm_not_functional_derivative` is then a substitution: a functional F would give the energy function `fun l g => F (density l g)`, which has just been ruled out. `loop_work` replaces each force by its value on an edge, where it is constant, integrates the constants and finishes with `ring`. The positivity of the corners ensures that every edge stays inside the quadrant, where the force formulas hold.
